# Positivity of the Pick matrix for a Green's function with nonnegative Lehmann weights

## One pole

Take a single real energy $e$, a real weight $a$, and $G(z) = a/(z-e)$. For two points $z, w$ with positive imaginary part, and with a bar for complex conjugation,

$$-\frac{G(z)-\overline{G(w)}}{z-\bar w}
= -\frac{a}{z-\bar w}\,\frac{(\bar w-e)-(z-e)}{(z-e)(\bar w-e)}
= \frac{a}{(z-e)(\bar w-e)} .$$

The factor $z-\bar w$ has cancelled, and the remainder is $a$ times a function of $z$ times the conjugate of the same function of $w$. At $w=z$ it is $a/|z-e|^2$, which has the sign of $a$. For $a=1$, $e=0$ and the points $z_1=\mathrm{i}$, $z_2=2\mathrm{i}$, the four values of this kernel form the matrix

$$\begin{pmatrix}1 & 1/2\\ 1/2 & 1/4\end{pmatrix} = c\,c^\dagger, \qquad c=\begin{pmatrix}1/z_1\\ 1/z_2\end{pmatrix},$$

which is positive semidefinite and of rank one. With several poles one adds such rank-one matrices, each multiplied by its weight.

## The claim

Let $k$ run over $K$ poles with real energies $e_k$ and real weights $a_k$, and let

$$G(z)=\sum_k \frac{a_k}{z-e_k}.$$

Let $i,j$ run over finitely many points $z_i$ with $\operatorname{Im} z_i>0$. The Pick matrix is

$$P_{ij} = -\frac{G(z_i)-\overline{G(z_j)}}{z_i-\overline{z_j}} .$$

If all $a_k\ge 0$, then $P$ is positive semidefinite. For any real weights its rank is at most $K$. If the $e_k$ are distinct, positivity of $P$ for every finite family of points forces all $a_k\ge0$.

In thermal equilibrium, a diagonal element of the fermionic one-particle Green's function of a system with a finite-dimensional state space has this form, with $e_k$ differences of many-body energies, measured from the chemical potential, and $a_k$ squared matrix elements times the sum of the thermal probabilities of the two many-body states involved, so its exact values at positive Matsubara frequencies $\omega_j$, that is at $z_j=\mathrm{i}\omega_j$, must give a positive semidefinite $P$. The Nevanlinna–Pick theorem is chiefly an existence statement: positive Pick data can be interpolated by an analytic function with the right sign of the imaginary part. No interpolant is constructed here. What is shown is the necessity of the condition for finite pole sums, and a converse about the weights of a sum that is already given.

## Derivation by hand

The denominators are harmless. Since $\operatorname{Im}(z_i-\overline{z_j})=\operatorname{Im}z_i+\operatorname{Im}z_j>0$ and the $e_k$ are real, none of $z_i-\overline{z_j}$, $z_i-e_k$, $\overline{z_j}-e_k$ vanishes. Because $a_k$ and $e_k$ are real, $\overline{G(z_j)}=\sum_k a_k/(\overline{z_j}-e_k)$, and the one-pole identity applies term by term:

$$P_{ij}=\sum_k \frac{a_k}{(z_i-e_k)(\overline{z_j}-e_k)} .$$

Define the Cauchy matrix $C_{ik}=1/(z_i-e_k)$ and the diagonal matrix $D$ with entries $a_k$. Then $(C^\dagger)_{kj}=\overline{C_{jk}}=1/(\overline{z_j}-e_k)$, and the sum reads

$$P = C D C^\dagger .$$

No sign of $a_k$ was used. The matrix $P$ is Hermitian because $D$ is, and for any complex vector $x$ indexed by the points,

$$x^\dagger P x = (C^\dagger x)^\dagger D\,(C^\dagger x)=\sum_k a_k\Big|\sum_j \frac{x_j}{\overline{z_j}-e_k}\Big|^2 ,$$

which is nonnegative when all $a_k\ge0$. The rank of a product does not exceed the rank of a factor, and $CD$ has $K$ columns, so $\operatorname{rank}P\le K$.

The diagonal carries the Herglotz sign. For any function $G$, using $u-\bar u=2\mathrm{i}\operatorname{Im}u$ in numerator and denominator,

$$P_{ii}=-\frac{2\mathrm{i}\operatorname{Im}G(z_i)}{2\mathrm{i}\operatorname{Im}z_i}=-\frac{\operatorname{Im}G(z_i)}{\operatorname{Im}z_i}.$$

A positive semidefinite matrix has nonnegative diagonal entries, so $\operatorname{Im}G(z_i)\le0$. The full condition on given values is stronger than these signs: the values $G(\mathrm{i})=-\mathrm{i}$, $G(2\mathrm{i})=-\mathrm{i}/4$ give $P_{11}=1$, $P_{22}=1/8$, $P_{12}=P_{21}=5/12$ and determinant $-7/144$, so no pole sum with nonnegative weights takes them.

For the converse, write $1/(z-e_k)=(\bar z-e_k)/|z-e_k|^2$, which gives a sum of Lorentzians,

$$\operatorname{Im}G(z)=-\operatorname{Im}z\sum_k\frac{a_k}{(\operatorname{Re}z-e_k)^2+(\operatorname{Im}z)^2}.$$

Fix $k$, put $z=e_k+\mathrm{i}\eta$ with $\eta>0$, multiply by $-\eta$ and split off the term $l=k$ of the sum over poles $l$:

$$f(\eta) := -\eta\operatorname{Im}G(e_k+\mathrm{i}\eta)=a_k+\sum_{l\ne k}\frac{a_l\,\eta^2}{(e_k-e_l)^2+\eta^2}.$$

If $\operatorname{Im}G\le0$ on the upper half-plane, then $f(\eta)\ge0$ for all $\eta>0$. If the poles are distinct, each term with $l\neq k$ tends to $0/(e_k-e_l)^2=0$ as $\eta\to0^+$, so $f(\eta)\to a_k$ and $a_k\ge0$. One-point Pick matrices supply the sign of $\operatorname{Im}G$ at every $z$, and this closes the equivalence.

## Formal development

```lean
import Mathlib

open Matrix Filter Topology ComplexConjugate
open scoped ComplexOrder

namespace LehmannPick

noncomputable section

variable {n m : Type*} [Fintype n]
```

The type `n` indexes the poles and is finite, with `Fintype.card n` equal to $K$; the type `m` indexes the points. The scope `ComplexOrder` fixes the meaning of `0 ≤ w` for complex `w`: the number is real and nonnegative. Either index type may be empty. With no poles $G=0$ and $P=0$, and with no points $P$ is the empty matrix; the statements hold in both cases.

```lean
/-- Green's function in Lehmann form, `G(z) = ∑ₖ aₖ / (z - eₖ)`, with real weights `aₖ`
and real pole energies `eₖ`. -/
def greenFn (a e : n → ℝ) (z : ℂ) : ℂ := ∑ k, (a k : ℂ) / (z - e k)
```

The weights `a` and energies `e` are real-valued functions on `n`. No Hamiltonian, temperature or operator appears, so the Lehmann form is a definition and the sign of the weights will be a hypothesis, not a consequence of a many-body construction. No sum rule $\sum_k a_k=1$ is imposed. The function is scalar and the spectrum is finite and discrete, which leaves out orbital matrices and continuous bands.

```lean
/-- Pick matrix of a function `G` at points `zᵢ`:
`Pᵢⱼ = -(G(zᵢ) - conj G(zⱼ)) / (zᵢ - conj zⱼ)`. -/
def pickMatrix (G : ℂ → ℂ) (z : m → ℂ) : Matrix m m ℂ :=
  Matrix.of fun i j => -(G (z i) - conj (G (z j))) / (z i - conj (z j))
```

The Pick matrix is defined for an arbitrary `G : ℂ → ℂ`, with no analyticity, and depends only on the values at the points. The leading minus sign suits the physicist's convention, in which a Green's function with nonnegative weights maps the upper half-plane to the closed lower one, so that $-G$ is the Herglotz function. The second term is `conj (G (z j))`, the conjugate of the value. A slip that is easy to make is to drop the conjugate in the denominator and write $z_i-z_j$; the diagonal then divides by zero, which Lean evaluates to $0$ without complaint, and all information on $\operatorname{Im}G(z_i)$ there is lost.

```lean
/-- Cauchy matrix of single-pole propagators, `Cᵢₖ = 1 / (zᵢ - eₖ)`. -/
def cauchyMatrix {n : Type*} (e : n → ℝ) (z : m → ℂ) : Matrix m n ℂ :=
  Matrix.of fun i k => (z i - e k)⁻¹
```

Rows of `cauchyMatrix e z` belong to points and columns to poles, as in $C_{ik}$.

```lean
/-- For `z, w` in the upper half-plane the Pick kernel of the Lehmann sum equals
`∑ₖ aₖ / ((z - eₖ)(conj w - eₖ))`. -/
theorem pick_kernel (a e : n → ℝ) {z w : ℂ} (hz : 0 < z.im) (hw : 0 < w.im) :
    -(greenFn a e z - conj (greenFn a e w)) / (z - conj w)
      = ∑ k, (a k : ℂ) / ((z - e k) * (conj w - e k)) := by
  have hzw : z - conj w ≠ 0 := by
    intro h
    have := congrArg Complex.im h
    simp at this
    linarith
  unfold greenFn
  rw [map_sum, ← Finset.sum_sub_distrib, ← Finset.sum_neg_distrib, Finset.sum_div]
  refine Finset.sum_congr rfl fun k _ => ?_
  -- the poles are real, so neither `z` nor `conj w` hits one
  have h1 : z - e k ≠ 0 := by
    intro h
    have := congrArg Complex.im h
    simp at this
    linarith
  have h2 : conj w - e k ≠ 0 := by
    intro h
    have := congrArg Complex.im h
    simp at this
    linarith
  simp only [map_div₀, map_sub, Complex.conj_ofReal]
  field_simp
  ring
```

This is the kernel identity for two points `z`, `w` of the upper half-plane. The three facts `hzw`, `h1`, `h2` state that $z-\bar w$, $z-e_k$ and $\bar w-e_k$ are nonzero; each takes the imaginary part of the supposed equation and contradicts `hz` or `hw`. The `rw` line moves conjugation, subtraction, negation and division inside the sum, and `Finset.sum_congr` reduces the goal to one pole. There `Complex.conj_ofReal` uses the reality of $a_k$ and $e_k$, and `field_simp` followed by `ring` is the common-denominator step of the opening computation.

```lean
/-- At points of the upper half-plane the Pick matrix factorises as `C diag(a) Cᴴ`,
for real weights of any sign. -/
theorem pickMatrix_factor [DecidableEq n] (a e : n → ℝ) (z : m → ℂ)
    (hz : ∀ i, 0 < (z i).im) :
    pickMatrix (greenFn a e) z
      = cauchyMatrix e z * diagonal (fun k => (a k : ℂ)) * (cauchyMatrix e z)ᴴ := by
  ext i j
  rw [Matrix.mul_apply]
  simp only [pickMatrix, cauchyMatrix, Matrix.mul_diagonal, Matrix.of_apply,
    Matrix.conjTranspose_apply]
  rw [pick_kernel a e (hz i) (hz j)]
  refine Finset.sum_congr rfl fun k _ => ?_
  rw [Complex.star_def, map_inv₀, map_sub, Complex.conj_ofReal, div_eq_mul_inv, mul_inv]
  ring
```

The statement is $P=CDC^\dagger$, with `ᴴ` the conjugate transpose. The weights have any sign, poles may repeat and points may repeat. The proof compares entry `i j`. `Matrix.mul_apply` and `Matrix.mul_diagonal` expand the right side into $\sum_k C_{ik}a_k\overline{C_{jk}}$, `pick_kernel` rewrites the left side, and the last rewrite identifies $\overline{1/(z_j-e_k)}$ with $1/(\overline{z_j}-e_k)$.

```lean
/-- With nonnegative weights, the Pick matrix of the Lehmann Green's function at any
points of the upper half-plane is positive semidefinite. -/
theorem pickMatrix_posSemidef [Fintype m] (a e : n → ℝ) (ha : ∀ k, 0 ≤ a k) (z : m → ℂ)
    (hz : ∀ i, 0 < (z i).im) : (pickMatrix (greenFn a e) z).PosSemidef := by
  classical
  rw [pickMatrix_factor a e z hz]
  have hd : (diagonal (fun k => (a k : ℂ))).PosSemidef :=
    Matrix.PosSemidef.diagonal fun k => Complex.zero_le_real.mpr (ha k)
  -- congruence `C D Cᴴ` preserves positivity
  exact hd.mul_mul_conjTranspose_same _
```

This is the main claim. For finite `m`, `PosSemidef` says that the matrix is Hermitian and that $x^\dagger Px$ is a nonnegative real number for every complex vector $x$. The hypotheses are `ha`, the nonnegativity of each weight, and `hz`, the position of each point. Distinct poles are not required, which matters because different pairs of many-body states can share one excitation energy. After the factorisation, `hd` says that $D$ is positive semidefinite, and `mul_mul_conjTranspose_same` is the step $x^\dagger CDC^\dagger x=(C^\dagger x)^\dagger D(C^\dagger x)$ in general form. The conclusion is semidefinite only; nothing is said about invertibility.

```lean
/-- The rank of the Pick matrix at points of the upper half-plane is at most the number
of terms in the Lehmann sum. -/
theorem pickMatrix_rank_le [Fintype m] (a e : n → ℝ) (z : m → ℂ)
    (hz : ∀ i, 0 < (z i).im) : (pickMatrix (greenFn a e) z).rank ≤ Fintype.card n := by
  classical
  rw [pickMatrix_factor a e z hz]
  exact (Matrix.rank_mul_le_left _ _).trans (Matrix.rank_le_card_width _)
```

The bound counts terms of the sum, including repeated poles and zero weights, and it needs no sign condition. The product is bracketed as $(CD)C^\dagger$, so `Matrix.rank_mul_le_left` bounds its rank by that of $CD$, and `Matrix.rank_le_card_width` bounds that by the number of columns. With more points than terms, $P$ is therefore singular, as in the two-point, one-pole matrix above.

```lean
/-- For any function `G`, a positive semidefinite Pick matrix gives `Im G(zᵢ) ≤ 0` at each
of its points `zᵢ` lying in the upper half-plane. -/
theorem im_nonpos_of_pick [Fintype m] (G : ℂ → ℂ) (z : m → ℂ)
    (h : (pickMatrix G z).PosSemidef) (i : m) (hz : 0 < (z i).im) : (G (z i)).im ≤ 0 := by
  have h0 : 0 ≤ pickMatrix G z i i := h.diag_nonneg
  -- the diagonal entry is `-Im G / Im z`
  have h1 : pickMatrix G z i i = ((-(G (z i)).im / (z i).im : ℝ) : ℂ) := by
    have hy : ((z i).im : ℂ) ≠ 0 := by exact_mod_cast hz.ne'
    have hI := Complex.I_ne_zero
    simp only [pickMatrix, Matrix.of_apply, Complex.sub_conj]
    push_cast
    field_simp
  rw [h1, Complex.zero_le_real, le_div_iff₀ hz] at h0
  linarith
```

Here `G` is any function, and only the chosen point `z i` has to lie in the upper half-plane. The step `h0` is the nonnegativity of a diagonal entry. The step `h1` computes that entry as the real number $-\operatorname{Im}G(z_i)/\operatorname{Im}z_i$, with `Complex.sub_conj` supplying $u-\bar u=2\mathrm{i}\operatorname{Im}u$ and `field_simp` cancelling $2\mathrm{i}$. The formula for the entry lives inside the proof; the theorem exports the inequality. Multiplying through by $\operatorname{Im}z_i>0$, which is `le_div_iff₀ hz`, finishes.

```lean
/-- In the upper half-plane, `Im G(z) = -Im z ∑ₖ aₖ / ((Re z - eₖ)² + (Im z)²)`,
a sum of Lorentzians. -/
theorem greenFn_im (a e : n → ℝ) {z : ℂ} (hz : 0 < z.im) :
    (greenFn a e z).im = -z.im * ∑ k, a k / ((z.re - e k) ^ 2 + z.im ^ 2) := by
  unfold greenFn
  rw [Complex.im_sum, Finset.mul_sum]
  refine Finset.sum_congr rfl fun k _ => ?_
  have hN : Complex.normSq (z - e k) = (z.re - e k) ^ 2 + z.im ^ 2 := by
    simp only [Complex.normSq_apply, Complex.sub_re, Complex.sub_im, Complex.ofReal_re,
      Complex.ofReal_im]
    ring
  have hd : (z.re - e k) ^ 2 + z.im ^ 2 ≠ 0 :=
    (add_pos_of_nonneg_of_pos (sq_nonneg _) (pow_pos hz 2)).ne'
  rw [Complex.div_im, hN]
  simp only [Complex.ofReal_im, Complex.ofReal_re, Complex.sub_im, zero_mul, zero_div,
    zero_sub, sub_zero]
  field_simp
```

The Lorentzian formula holds for weights of any sign. In the proof `hN` expands $|z-e_k|^2$ as $(\operatorname{Re}z-e_k)^2+(\operatorname{Im}z)^2$, `hd` records that this is nonzero because $\operatorname{Im}z>0$, and `Complex.div_im` gives the imaginary part of a quotient, of which one term survives because $a_k$ is real.

```lean
/-- If the poles are distinct and `Im G ≤ 0` throughout the upper half-plane, every
weight is nonnegative. -/
theorem weight_nonneg_of_im_nonpos (a e : n → ℝ) (he : Function.Injective e)
    (hG : ∀ z : ℂ, 0 < z.im → (greenFn a e z).im ≤ 0) (k : n) : 0 ≤ a k := by
  classical
  -- at `z = eₖ + iη` the other poles contribute `O(η²)` to `-η Im G`
  have hT : Tendsto
      (fun η : ℝ => a k + ∑ l ∈ Finset.univ.erase k, a l * η ^ 2 / ((e k - e l) ^ 2 + η ^ 2))
      (𝓝[>] 0)
      (𝓝 (a k + ∑ l ∈ Finset.univ.erase k, a l * 0 ^ 2 / ((e k - e l) ^ 2 + 0 ^ 2))) := by
    refine Tendsto.mono_left ?_ nhdsWithin_le_nhds
    refine tendsto_const_nhds.add (tendsto_finsetSum _ fun l hl => ?_)
    have hkl : e k - e l ≠ 0 :=
      sub_ne_zero.mpr fun h => Finset.ne_of_mem_erase hl (he h).symm
    have hne : (e k - e l) ^ 2 + (0 : ℝ) ^ 2 ≠ 0 := by simpa using hkl
    have h1 : Continuous fun η : ℝ => a l * η ^ 2 := by fun_prop
    have h2 : Continuous fun η : ℝ => (e k - e l) ^ 2 + η ^ 2 := by fun_prop
    exact (h1.tendsto 0).div (h2.tendsto 0) hne
  have hlim : a k + ∑ l ∈ Finset.univ.erase k, a l * 0 ^ 2 / ((e k - e l) ^ 2 + 0 ^ 2)
      = a k := by simp
  rw [hlim] at hT
  refine ge_of_tendsto hT ?_
  filter_upwards [self_mem_nhdsWithin] with η hη
  have hpos : 0 < η := hη
  have hη0 : η ≠ 0 := hpos.ne'
  have hz : 0 < (⟨e k, η⟩ : ℂ).im := hpos
  have h1 := hG ⟨e k, η⟩ hz
  rw [greenFn_im a e hz] at h1
  change -η * ∑ l, a l / ((e k - e l) ^ 2 + η ^ 2) ≤ 0 at h1
  have h2 : a k + ∑ l ∈ Finset.univ.erase k, a l * η ^ 2 / ((e k - e l) ^ 2 + η ^ 2)
      = η ^ 2 * ∑ l, a l / ((e k - e l) ^ 2 + η ^ 2) := by
    rw [Finset.mul_sum, ← Finset.add_sum_erase Finset.univ
      (fun l => η ^ 2 * (a l / ((e k - e l) ^ 2 + η ^ 2))) (Finset.mem_univ k)]
    congr 1
    · have h3 : (e k - e k) ^ 2 + η ^ 2 = η ^ 2 := by ring
      simp only [h3]
      field_simp
    · exact Finset.sum_congr rfl fun l _ => by ring
  rw [h2]
  nlinarith [mul_nonneg hpos.le (neg_nonneg.2 h1)]
```

The hypothesis `he` says that $k\mapsto e_k$ is injective, and `hG` is the Herglotz sign on the whole upper half-plane. The function in `hT` is the right-hand form of $f(\eta)$, with `Finset.univ.erase k` the set of $l\ne k$ and `𝓝[>] 0` the limit $\eta\to0^+$. Each term is a quotient of continuous functions whose denominator at $\eta=0$ is nonzero by `hkl`, the one place where `he` is used, and `hlim` evaluates the limit as $a_k$. Then `ge_of_tendsto` reduces $0\le a_k$ to $0\le f(\eta)$ for small positive $\eta$. At the point `⟨e k, η⟩`, which is $e_k+\mathrm{i}\eta$, the second `h1` reads $-\eta S\le0$ with $S=\sum_l a_l/((e_k-e_l)^2+\eta^2)$. The second `h2` identifies $f(\eta)$ with $\eta^2S$ by splitting off $l=k$, and `nlinarith` multiplies $\eta S\ge0$ by $\eta$. The limit serves as an internal step, and the stated conclusion is the sign of $a_k$.

Without `he` the statement would be false. Two terms with the same energy $e$ and weights $2$ and $-1$ sum to $1/(z-e)$, which has the Herglotz sign everywhere while one weight is negative; in that case $f(\eta)$ equals the total weight at $e$.

The last theorem combines the two directions for distinct poles. The left side quantifies over every size `N` and every family `z : Fin N → ℂ` in the upper half-plane. From left to right the proof uses only `N = 1`: the constant family `fun _ : Fin 1 => z` gives a $1\times1$ Pick matrix, `im_nonpos_of_pick` turns it into $\operatorname{Im}G(z)\le0$, and `weight_nonneg_of_im_nonpos` yields the weights. From right to left it is `pickMatrix_posSemidef`. The quantifier over all families is part of the statement: positivity at one small family does not fix the signs, as $a=(1,-1)$, $e=(0,1)$ shows at the single point $z=\mathrm{i}$, where $P=1-\tfrac12>0$.

```lean
/-- For distinct poles, the Pick matrices at all finite families of points in the upper
half-plane are positive semidefinite exactly when all weights are nonnegative. -/
theorem pick_iff_weights_nonneg (a e : n → ℝ) (he : Function.Injective e) :
    (∀ (N : ℕ) (z : Fin N → ℂ), (∀ i, 0 < (z i).im) →
      (pickMatrix (greenFn a e) z).PosSemidef) ↔ ∀ k, 0 ≤ a k := by
  constructor
  · intro h
    -- one-point Pick matrices already fix the sign of `Im G`
    refine weight_nonneg_of_im_nonpos a e he fun z hz => ?_
    exact im_nonpos_of_pick (greenFn a e) (fun _ : Fin 1 => z)
      (h 1 (fun _ => z) fun _ => hz) 0 hz
  · intro ha N z hz
    exact pickMatrix_posSemidef a e ha z hz

end

end LehmannPick
```

```lean
#print axioms LehmannPick.pickMatrix_posSemidef
#print axioms LehmannPick.pickMatrix_rank_le
#print axioms LehmannPick.pick_iff_weights_nonneg
```

```
'LehmannPick.pickMatrix_posSemidef' depends on axioms: [propext, Classical.choice, Quot.sound]
'LehmannPick.pickMatrix_rank_le' depends on axioms: [propext, Classical.choice, Quot.sound]
'LehmannPick.pick_iff_weights_nonneg' depends on axioms: [propext, Classical.choice, Quot.sound]
```

## Variants

The two variants below are informal arguments that the Lean code does not check.

One could start from a Hermitian matrix $H$ and a vector $v$, and set $G(z)=v^\dagger(z-H)^{-1}v$. The $e_k$ would be the eigenvalues of $H$ and the $a_k$ the squared moduli of the components of $v$ along an orthonormal eigenbasis, so nonnegativity would be derived. The resolvent identity would give $P_{ij}=u_i^\dagger u_j$ with $u_j=(\overline{z_j}-H)^{-1}v$, a Gram matrix. The price is that negative weights can no longer be expressed, so the converse would have no content in that model.

The factorisation extends to matrix-valued weights. If $G(z)=\sum_k A_k/(z-e_k)$ with Hermitian positive semidefinite matrices $A_k$, and the conjugate in the Pick matrix is replaced by the adjoint $G(z_j)^\dagger$, the block $(i,j)$ becomes $\sum_k C_{ik}A_k\overline{C_{jk}}$. For a vector with blocks $x_j$ the quadratic form is $\sum_k y_k^\dagger A_k y_k$ with $y_k=\sum_j\overline{C_{jk}}\,x_j$, which is again nonnegative.
